# A lower bound on a finite Hamiltonian from its localised energies: the IMS formula for matrices

Take one particle on two sites, with hopping amplitude −1 and no on-site energies. Confined to either site, it has energy 0. Someone who computes the sites separately and concludes that the whole system has energy at least 0 is wrong: the normalised state (1, 1)/√2 has energy −1. Cutting the system into regions removed the hopping between them, and a lower bound assembled from regional energies has to account for that loss. The IMS formula gives the missing term exactly.

## The Hamiltonian as regional parts plus a double commutator

Let H be a complex square matrix, and let J_k be matrices of the same size, one for each region k, with

∑_k J_k² = 1.

Write [A, B] = AB − BA. Then

H = ∑_k J_k H J_k + L,  where L = ½ ∑_k [J_k, [J_k, H]].

The matrix L is the localisation error. Suppose further that the J_k are Hermitian, that H has energy at least c per unit of squared norm on every localised state J_k ψ, and that L is at least −d. Then

H ≥ c − d.

Each inequality compares the real part of an expectation value with a multiple of the squared norm. The condition on c says the same as J_k H J_k ≥ c J_k².

On a lattice, J_k can be multiplication by a real function j_k(x) of the site. Define

g(x,y) = ½ ∑_k (j_k(x) − j_k(y))².

Then L has the entries g(x,y) H_xy. If H is Hermitian, any d that satisfies

∑_y g(x,y) |H_xy| ≤ d for every x

will do. Since g(x,x) = 0, on-site energies do not contribute to d.

## Lower bounds from diagonalising overlapping patches

Call the set of sites where j_k is non-zero patch k. The state J_k ψ lives on that patch, so its energy involves only the corresponding block of H. For a finite Hermitian lattice Hamiltonian, a code can therefore diagonalise each block, take c as the smallest eigenvalue found, and compute d from the cutoffs and hopping amplitudes. The lowest eigenvalue E₀ of the full matrix is then at least c − d. By the variational principle it is also at most c, so d is the width of a bracket around E₀.

## From the commutator to a computable error

Expanding one double commutator gives

[J_k, [J_k, H]] = J_k(J_k H − H J_k) − (J_k H − H J_k)J_k
= J_k² H + H J_k² − 2 J_k H J_k.

Summing over k and using ∑_k J_k² = 1,

∑_k [J_k, [J_k, H]] = 2H − 2 ∑_k J_k H J_k.

Half of this is L, and rearranging gives the formula.

For the bound, write E_A(ψ) = Re⟨ψ, Aψ⟩. Since J_k is Hermitian, it can be moved to the left-hand state:

⟨ψ, J_k H J_k ψ⟩ = ⟨J_k ψ, H J_k ψ⟩.

The energy therefore splits as

E_H(ψ) = ∑_k E_H(J_k ψ) + E_L(ψ).

The squared norms of the localised states add up in the same way:

∑_k ‖J_k ψ‖² = ∑_k ⟨ψ, J_k² ψ⟩ = ‖ψ‖².

Inserting the two assumed bounds,

E_H(ψ) ≥ c ∑_k ‖J_k ψ‖² − d‖ψ‖² = (c − d)‖ψ‖².

On a lattice, a commutator with J_k multiplies the entry A_xy by j_k(x) − j_k(y). Two commutators multiply it by the square of that difference, so

L_xy = g(x,y) H_xy.

Put w_xy = g(x,y)|H_xy|. Since 2|ψ_x||ψ_y| ≤ |ψ_x|² + |ψ_y|²,

Re(ψ_x* L_xy ψ_y) ≥ −w_xy |ψ_x||ψ_y| ≥ −½ w_xy (|ψ_x|² + |ψ_y|²).

For Hermitian H, w_xy = w_yx, so the two halves have equal sums over x and y. Hence

E_L(ψ) ≥ −∑_x |ψ_x|² ∑_y w_xy ≥ −d‖ψ‖².

## Three sites covered by two patches

Take an open chain with sites 0, 1, 2, nearest-neighbour hopping −1 and no on-site energies. Choose cutoffs that share the middle site:

j_0 = (1, 1/√2, 0),  j_1 = (0, 1/√2, 1).

Their squares add up to 1 at each site. Both patches are two-site hopping problems with lowest eigenvalue −1, so c = −1. For each bond,

g(0,1) = g(1,2) = ½[(1 − 1/√2)² + ½] = 1 − 1/√2 ≈ 0.293.

The middle site has two bonds and the largest row sum, so d = 2 − √2 ≈ 0.586. The bound is

E₀ ≥ −1 − 0.586 = −1.586,

and the true value is E₀ = −√2 ≈ −1.414. Cutoffs that each select a single site would give c = 0 and d = 2, hence only E₀ ≥ −2.

## The Lean file

```lean
import Mathlib

open Matrix

namespace IMSLocalisation

noncomputable section

variable {n ι : Type*} [Fintype n] [DecidableEq n] [Fintype ι]

/-- The commutator `[A, B] = AB - BA`. -/
def comm (A B : Matrix n n ℂ) : Matrix n n ℂ := A * B - B * A

/-- The real part of the expectation value `⟨ψ, A ψ⟩` in an unnormalised state. -/
def energy (A : Matrix n n ℂ) (ψ : n → ℂ) : ℝ := (star ψ ⬝ᵥ A *ᵥ ψ).re

/-- The squared norm of a state. -/
def weight (ψ : n → ℂ) : ℝ := ∑ x, ‖ψ x‖ ^ 2

/-- The localisation error `½ ∑ [J_k, [J_k, H]]`. -/
def localisationError (J : ι → Matrix n n ℂ) (H : Matrix n n ℂ) : Matrix n n ℂ :=
  (1 / 2 : ℂ) • ∑ k, comm (J k) (comm (J k) H)

/-- The IMS formula: if `∑ J_k² = 1`, then `H` is the sum of its localised parts
`J_k H J_k` and the localisation error. -/
theorem ims_formula (J : ι → Matrix n n ℂ) (H : Matrix n n ℂ)
    (hJ : ∑ k, J k * J k = 1) :
    H = ∑ k, J k * H * J k + localisationError J H := by
  have h : ∑ k, comm (J k) (comm (J k) H)
      = (2 : ℂ) • H - (2 : ℂ) • ∑ k, J k * H * J k := by
    calc _ = ∑ k, (J k * J k * H + H * (J k * J k) - (2 : ℂ) • (J k * H * J k)) :=
          Finset.sum_congr rfl fun k _ => by
            unfold comm
            rw [two_smul]
            noncomm_ring
      _ = _ := by
          rw [Finset.sum_sub_distrib, Finset.sum_add_distrib, ← Finset.sum_mul,
            ← Finset.mul_sum, ← Finset.smul_sum, hJ, one_mul, mul_one, two_smul ℂ H]
  unfold localisationError
  rw [h]
  module

omit [DecidableEq n] in
lemma energy_add (A B : Matrix n n ℂ) (ψ : n → ℂ) :
    energy (A + B) ψ = energy A ψ + energy B ψ := by
  simp only [energy, Matrix.add_mulVec, dotProduct_add, Complex.add_re]

omit [DecidableEq n] in
lemma energy_sum (A : ι → Matrix n n ℂ) (ψ : n → ℂ) :
    energy (∑ k, A k) ψ = ∑ k, energy (A k) ψ :=
  map_sum (AddMonoidHom.mk' (fun B => energy B ψ) fun B C => energy_add B C ψ) A _

lemma energy_one (ψ : n → ℂ) : energy 1 ψ = weight ψ := by
  simp only [energy, weight, Matrix.one_mulVec, dotProduct, Complex.re_sum]
  refine Finset.sum_congr rfl fun x _ => ?_
  rw [Complex.sq_norm, Complex.normSq_apply]
  simp [Complex.mul_re]

omit [DecidableEq n] in
/-- For Hermitian `J`, the expectation of `J H J` in `ψ` is that of `H` in `J ψ`. -/
theorem energy_localised {J : Matrix n n ℂ} (hJ : J.IsHermitian) (H : Matrix n n ℂ)
    (ψ : n → ℂ) : energy (J * H * J) ψ = energy H (J *ᵥ ψ) := by
  unfold energy
  rw [Matrix.star_mulVec, hJ.eq, ← Matrix.dotProduct_mulVec, Matrix.mulVec_mulVec,
    Matrix.mulVec_mulVec]

/-- IMS lower bound: let the `J_k` be Hermitian with `∑ J_k² = 1`. If `H` has energy at least `c`
per unit of squared norm on all localised states `J_k ψ` and the localisation error is at least
`-d`, then `H` is at least `c - d`. -/
theorem ims_lower_bound (J : ι → Matrix n n ℂ) (H : Matrix n n ℂ) (c d : ℝ)
    (hherm : ∀ k, (J k).IsHermitian) (hJ : ∑ k, J k * J k = 1)
    (hloc : ∀ k ψ, c * weight (J k *ᵥ ψ) ≤ energy H (J k *ᵥ ψ))
    (herr : ∀ ψ, -d * weight ψ ≤ energy (localisationError J H) ψ) (ψ : n → ℂ) :
    (c - d) * weight ψ ≤ energy H ψ := by
  -- the energy splits into localised energies and the error
  have hE : energy H ψ
      = ∑ k, energy H (J k *ᵥ ψ) + energy (localisationError J H) ψ := by
    calc energy H ψ = energy (∑ k, J k * H * J k + localisationError J H) ψ :=
          congrArg (fun A => energy A ψ) (ims_formula J H hJ)
      _ = _ := by
          rw [energy_add, energy_sum]
          simp only [energy_localised (hherm _)]
  -- the weights of the localised states add up to the full weight
  have hW : ∑ k, weight (J k *ᵥ ψ) = weight ψ := by
    calc _ = ∑ k, energy (J k * J k) ψ := Finset.sum_congr rfl fun k _ => by
          rw [← energy_one, ← energy_localised (hherm k), mul_one]
      _ = _ := by rw [← energy_sum, hJ, energy_one]
  have hS : c * weight ψ ≤ ∑ k, energy H (J k *ᵥ ψ) := by
    rw [← hW, Finset.mul_sum]
    exact Finset.sum_le_sum fun k _ => hloc k ψ
  linarith [herr ψ]

/-- Multiplication of a lattice wave function by a real function `f` of the site. -/
def cutoff (f : n → ℝ) : Matrix n n ℂ := diagonal fun x => (f x : ℂ)

/-- The discrete squared gradient `½ ∑_k (j_k(x) - j_k(y))²` between two sites. -/
def gradSq (j : ι → n → ℝ) (x y : n) : ℝ := 1 / 2 * ∑ k, (j k x - j k y) ^ 2

lemma comm_cutoff (f : n → ℝ) (A : Matrix n n ℂ) (x y : n) :
    comm (cutoff f) A x y = ((f x : ℂ) - f y) * A x y := by
  simp only [comm, cutoff, Matrix.sub_apply, Matrix.diagonal_mul, Matrix.mul_diagonal]
  ring

/-- For cutoffs in position space, the localisation error multiplies each hopping
amplitude `H_xy` by the discrete squared gradient of the cutoffs. -/
theorem localisationError_cutoff (j : ι → n → ℝ) (H : Matrix n n ℂ) (x y : n) :
    localisationError (fun k => cutoff (j k)) H x y = (gradSq j x y : ℂ) * H x y := by
  simp only [localisationError, gradSq, Matrix.smul_apply, Matrix.sum_apply, comm_cutoff,
    smul_eq_mul]
  push_cast
  rw [mul_assoc, Finset.sum_mul]
  congr 1
  exact Finset.sum_congr rfl fun k _ => by ring

/-- For Hermitian `H`, if every row sum of `|H_xy|` weighted by the discrete squared
gradient is at most `d`, then the localisation error is at least `-d`. -/
theorem localisationError_bound (j : ι → n → ℝ) (H : Matrix n n ℂ) (d : ℝ)
    (hH : H.IsHermitian) (hd : ∀ x, ∑ y, gradSq j x y * ‖H x y‖ ≤ d) (ψ : n → ℂ) :
    -d * weight ψ ≤ energy (localisationError (fun k => cutoff (j k)) H) ψ := by
  obtain ⟨w, hw⟩ : ∃ w : n → n → ℝ, ∀ x y, w x y = gradSq j x y * ‖H x y‖ :=
    ⟨_, fun _ _ => rfl⟩
  simp only [← hw] at hd
  have hg : ∀ x y, 0 ≤ gradSq j x y := fun x y => by unfold gradSq; positivity
  have hsymm : ∀ x y, w x y = w y x := fun x y => by
    have h1 : gradSq j x y = gradSq j y x := by
      unfold gradSq
      congr 1
      exact Finset.sum_congr rfl fun k _ => by ring
    rw [hw, hw, h1, ← hH.apply x y, norm_star]
  -- each matrix element is controlled by the arithmetic-geometric mean inequality
  have hterm : ∀ x y, (-1 / 2) * (w x y * ‖ψ x‖ ^ 2) + (-1 / 2) * (w x y * ‖ψ y‖ ^ 2)
      ≤ (star (ψ x) * (localisationError (fun k => cutoff (j k)) H x y * ψ y)).re := by
    intro x y
    have h0 : 0 ≤ w x y := by rw [hw]; exact mul_nonneg (hg x y) (norm_nonneg _)
    have h1 := Complex.abs_re_le_norm
      (star (ψ x) * (localisationError (fun k => cutoff (j k)) H x y * ψ y))
    have h2 : ‖star (ψ x) * (localisationError (fun k => cutoff (j k)) H x y * ψ y)‖
        = w x y * (‖ψ x‖ * ‖ψ y‖) := by
      rw [norm_mul, norm_star, norm_mul, localisationError_cutoff, norm_mul,
        Complex.norm_real, Real.norm_of_nonneg (hg x y), hw]
      ring
    rw [h2] at h1
    have h3 := (abs_le.mp h1).1
    nlinarith [mul_nonneg h0 (sq_nonneg (‖ψ x‖ - ‖ψ y‖))]
  have hsum := Finset.sum_le_sum fun x (_ : x ∈ Finset.univ) =>
    Finset.sum_le_sum fun y (_ : y ∈ Finset.univ) => hterm x y
  simp only [Finset.sum_add_distrib, ← Finset.mul_sum] at hsum
  have hswap : ∑ x, ∑ y, w x y * ‖ψ y‖ ^ 2 = ∑ x, ∑ y, w x y * ‖ψ x‖ ^ 2 :=
    Finset.sum_comm.trans (Finset.sum_congr rfl fun x _ =>
      Finset.sum_congr rfl fun y _ => by rw [hsymm y x])
  have hrow : ∑ x, ∑ y, w x y * ‖ψ x‖ ^ 2 ≤ d * weight ψ := by
    rw [weight, Finset.mul_sum]
    refine Finset.sum_le_sum fun x _ => ?_
    rw [← Finset.sum_mul]
    exact mul_le_mul_of_nonneg_right (hd x) (sq_nonneg _)
  have hE : energy (localisationError (fun k => cutoff (j k)) H) ψ = ∑ x, ∑ y,
      (star (ψ x) * (localisationError (fun k => cutoff (j k)) H x y * ψ y)).re := by
    simp only [energy, dotProduct, Matrix.mulVec, Finset.mul_sum, Complex.re_sum,
      Pi.star_apply]
  rw [hE]
  linarith

/-- IMS bound on a lattice: let `H` be Hermitian and `∑_k j_k(x)² = 1` at every site. If `H` has
energy at least `c` per unit of squared norm on all states cut off by some `j_k`, and the row sums
of `|H_xy|` weighted by the discrete squared gradient are at most `d`, then `H ≥ c - d`. -/
theorem ims_lattice_bound (j : ι → n → ℝ) (H : Matrix n n ℂ) (c d : ℝ)
    (hH : H.IsHermitian) (hj : ∀ x, ∑ k, j k x ^ 2 = 1)
    (hloc : ∀ k ψ, c * weight (cutoff (j k) *ᵥ ψ) ≤ energy H (cutoff (j k) *ᵥ ψ))
    (hd : ∀ x, ∑ y, gradSq j x y * ‖H x y‖ ≤ d) (ψ : n → ℂ) :
    (c - d) * weight ψ ≤ energy H ψ := by
  refine ims_lower_bound (fun k => cutoff (j k)) H c d (fun k => ?_) ?_ hloc
    (localisationError_bound j H d hH hd) ψ
  · unfold Matrix.IsHermitian cutoff
    rw [Matrix.diagonal_conjTranspose]
    congr 1
    funext x
    exact Complex.conj_ofReal _
  · ext x y
    by_cases h : x = y
    · subst h
      have h2 : ∑ k, j k x * j k x = 1 := by simpa only [sq] using hj x
      simp only [Matrix.sum_apply, cutoff, Matrix.diagonal_mul_diagonal,
        Matrix.diagonal_apply_eq, Matrix.one_apply_eq]
      exact_mod_cast h2
    · simp [Matrix.sum_apply, cutoff, h]

/-- Hopping between two sites with amplitude `-1`. -/
def hop : Matrix (Fin 2) (Fin 2) ℂ := !![0, -1; -1, 0]

/-- The cutoffs that each select one of two sites. -/
def site (k x : Fin 2) : ℝ := if k = x then 1 else 0

/-- Two-site hopping with single-site cutoffs meets the hypotheses of the lattice bound
with `c = 0` and `d = 1`, and the state `(1, 1)` attains the bound. -/
theorem ims_lattice_bound_witness :
    hop.IsHermitian ∧ (∀ x, ∑ k, site k x ^ 2 = 1) ∧
    (∀ k ψ, 0 * weight (cutoff (site k) *ᵥ ψ) ≤ energy hop (cutoff (site k) *ᵥ ψ)) ∧
    (∀ x, ∑ y, gradSq site x y * ‖hop x y‖ ≤ 1) ∧
    energy hop ![1, 1] = (0 - 1) * weight ![1, 1] := by
  refine ⟨?_, ?_, ?_, ?_, ?_⟩
  · ext x y
    fin_cases x <;> fin_cases y <;> simp [hop]
  · intro x
    fin_cases x <;> simp [site]
  · intro k ψ
    fin_cases k <;>
      simp [energy, hop, cutoff, site, Matrix.mulVec, dotProduct, Fin.sum_univ_two,
        Matrix.diagonal_apply]
  · intro x
    fin_cases x <;> norm_num [gradSq, site, hop, Fin.sum_univ_two]
  · norm_num [energy, weight, hop, Matrix.mulVec, dotProduct, Fin.sum_univ_two]

end

end IMSLocalisation
```

```lean
#print axioms IMSLocalisation.ims_lower_bound
-- 'IMSLocalisation.ims_lower_bound' depends on axioms: [propext, Classical.choice, Quot.sound]
#print axioms IMSLocalisation.ims_lattice_bound
-- 'IMSLocalisation.ims_lattice_bound' depends on axioms: [propext, Classical.choice, Quot.sound]
```

## Lean definitions and proof steps

The finite type `n` labels the states of an orthonormal basis, such as lattice sites, and `ι` labels regions. `energy A ψ` is E_A(ψ), `weight ψ` is ‖ψ‖², and `localisationError J H` is L. States are not normalised, which is why `weight` appears in every inequality; for a normalised state it equals 1. `cutoff f` is the diagonal matrix of a real function, and `gradSq j x y` is g(x,y).

`ims_formula` needs only the hypothesis `hJ`, that the squares sum to 1. Its proof expands each double commutator with `noncomm_ring`, sums the result, and rearranges with `module`.

In `ims_lower_bound`, `hherm` says that the J_k are Hermitian, while `hloc` and `herr` are the assumed bounds with constants c and d. The lemmas `energy_add` and `energy_sum` give linearity, `energy_one` identifies the expectation of the identity with the squared norm, and `energy_localised` moves J_k onto the state. Inside the proof, `hE` is the splitting of the energy and `hW` the sum of the weights. The step `hS` combines `hW` with `hloc`, and `linarith` then combines `hE`, `hS` and `herr`.

For lattices, `comm_cutoff` computes one commutator and `localisationError_cutoff` the entries of L. In `localisationError_bound`, `hterm` is the estimate for one pair of sites, `hswap` uses the symmetry of w, and `hrow` inserts the row-sum condition. `ims_lattice_bound` then checks that the cutoffs are Hermitian matrices whose squares sum to the identity, and applies the general bound.

`ims_lattice_bound_witness` returns to the two-site problem, with one cutoff per site. It verifies every hypothesis for c = 0 and d = 1, and shows that the state (1, 1) attains the bound: its energy is −2 and its squared norm 2, so the normalised energy is −1.

## Finite matrices, with c supplied by the user

The general theorems cover every finite size and any finite number of regions. Real symmetric matrices are included, read as complex ones. In `ims_lower_bound`, H need not be Hermitian, and the conclusion then concerns the real part of its expectation value. For Hermitian H with at least one basis state, it bounds the lowest eigenvalue.

The constant c is always an assumption. It is a lower bound, common to all regions, on the energy of a normalised localised state, and it must be established separately. If it comes from numerical diagonalisation, rounding errors in the eigenvalues must be allowed for. The constant d is also assumed in the general theorem; in the lattice theorem a row-sum condition on known quantities replaces that assumption. The row-sum condition can overestimate the error: in the three-site chain the lowest eigenvalue of L is 1 − √2 ≈ −0.414, while the row sums give d ≈ 0.586.

The IMS formula is best known for Schrödinger operators in continuous space, where, for kinetic energy −Δ, the error is −∑_k |∇j_k|², and the formula helps to locate the essential spectrum of few-body systems. A finite matrix has no essential spectrum, so the file yields energy bounds for discretised or lattice models and says nothing about the continuum limit. The patch recipe and the three-site chain are applications made in this note, not theorems in the file.
